# For ω > 0, the largest real part of the roots of z² + γz + ω² is at least −ω, with equality only at γ = 2ω

Take a mode of frequency $\omega=1$ and try three frictions. At $\gamma=1$ the roots of $z^2+\gamma z+1$ are $-\tfrac12\pm\tfrac{\sqrt3}{2}i$, with real part $-\tfrac12$. At $\gamma=2$ there is a double root $-1$. At $\gamma=\tfrac52$ the roots are $-\tfrac12$ and $-2$, so the largest real part is back at $-\tfrac12$. Friction first moves a conjugate pair to the left; once the pair has met on the real axis it splits, and one root returns towards zero.

Here $z$ is a complex exponent, $\omega$ the mode frequency and $\gamma$ the friction. `modeChar` is the polynomial, `rootRealParts` the set of real parts of its complex roots, and `abscissa` a closed expression that will turn out to be the largest of them.

```lean
import Mathlib

open Real

namespace RingPolymerCriticalDamping

noncomputable section

/-- The characteristic polynomial `z² + γ z + ω²` of a normal mode of frequency `ω` with
friction `γ`. -/
def modeChar (ω γ : ℝ) (z : ℂ) : ℂ := z ^ 2 + (γ : ℂ) * z + (ω : ℂ) ^ 2

/-- The real parts of the complex roots of the characteristic polynomial. -/
def rootRealParts (ω γ : ℝ) : Set ℝ := {x | ∃ z : ℂ, modeChar ω γ z = 0 ∧ z.re = x}

/-- The closed expression `(-γ + √(max(0, γ² - 4ω²))) / 2`. -/
def abscissa (ω γ : ℝ) : ℝ := (-γ + √(max 0 (γ ^ 2 - 4 * ω ^ 2))) / 2
```

The modes in view are those of a free ring polymer: $P$ beads on a closed chain of harmonic springs with no external potential. The parameter $\omega_P$ stands for the spring frequency, which in a path-integral simulation is set by the temperature and the number of beads. Mode $k$ has frequency $\omega_k=2\omega_P\sin(k\pi/P)$, and its displacement pattern is a cosine wave along the beads.

```lean
/-- The frequency `2 ω_P sin(kπ/P)` of mode `k`, where `0 ≤ k < P`, of a free ring polymer with `P`
beads. -/
def ringFreq (ωP : ℝ) (P k : ℕ) : ℝ := 2 * ωP * sin (k * π / P)

/-- The displacement of bead `j` in a cosine wave of index `k` and phase `φ` on a ring of
`P ≥ 1` beads. -/
def ringMode (P k : ℕ) (φ : ℝ) (j : ℤ) : ℝ := cos (2 * (k * π / P) * j + φ)
```

## The exponent is a root

In mass-scaled coordinates, the mean displacement $q$ and momentum $p$ of a mode under a white-noise Langevin thermostat obey $q'=p$, $p'=-\omega^2q-\gamma p$. Put $q=e^{zt}$ and $p=ze^{zt}$. The first equation holds for any $z$. The second requires $z^2e^{zt}=(-\omega^2-\gamma z)e^{zt}$, which is where the hypothesis `hz`, that $z$ is a root, enters. If $z$ is not a root, the two sides differ by the nonzero amount $(z^2+\gamma z+\omega^2)e^{zt}$.

The proof differentiates the exponential by the chain rule, then uses `hz` multiplied by $e^{zt}$ to rewrite the second derivative.

```lean
/-- Each root `z` of the characteristic polynomial gives a solution `q = exp(zt)`,
`p = z exp(zt)` of the damped equations of motion `q' = p`, `p' = -ω² q - γ p`. -/
theorem exp_solves_damped_motion (ω γ : ℝ) (z : ℂ) (hz : modeChar ω γ z = 0) (t : ℝ) :
    HasDerivAt (fun t : ℝ => Complex.exp (z * t)) (z * Complex.exp (z * t)) t ∧
    HasDerivAt (fun t : ℝ => z * Complex.exp (z * t))
      (-(ω : ℂ) ^ 2 * Complex.exp (z * t) - γ * (z * Complex.exp (z * t))) t := by
  have h : HasDerivAt (fun t : ℝ => z * (t : ℂ)) z t := by
    simpa using (HasDerivAt.ofReal_comp (hasDerivAt_id' t)).const_mul z
  have h1 : HasDerivAt (fun t : ℝ => Complex.exp (z * t)) (z * Complex.exp (z * t)) t :=
    h.cexp.congr_deriv (by ring)
  unfold modeChar at hz
  exact ⟨h1, (h1.const_mul z).congr_deriv
    (by linear_combination Complex.exp (z * t) * hz)⟩
```

The real part of $z$ is thus the exponential growth rate of such a solution, and the largest real part belongs to the slowest decay.

## The number s is the largest real part

The hypothesis `hs` in the main theorem, `IsGreatest (rootRealParts ω γ) s`, says that $s$ is the real part of some root and that no root has a larger one. Membership alone would not give the bound: for $\omega=1$, $\gamma=\tfrac52$, the root $-2$ lies below $-\omega=-1$.

To find $s$, write $z=x+iy$ and separate the equation:

$$x^2-y^2+\gamma x+\omega^2=0,\qquad (2x+\gamma)y=0.$$

```lean
/-- The characteristic equation split into its real and imaginary parts. -/
theorem modeChar_eq_zero_iff (ω γ : ℝ) (z : ℂ) :
    modeChar ω γ z = 0 ↔
      z.re ^ 2 - z.im ^ 2 + γ * z.re + ω ^ 2 = 0 ∧ (2 * z.re + γ) * z.im = 0 := by
  have hre : (modeChar ω γ z).re = z.re * z.re - z.im * z.im + γ * z.re + ω * ω := by
    simp [modeChar, pow_two]
  have him : (modeChar ω γ z).im = z.re * z.im + z.im * z.re + γ * z.im := by
    simp [modeChar, pow_two]
  rw [Complex.ext_iff, hre, him, Complex.zero_re, Complex.zero_im]
  constructor
  · rintro ⟨h1, h2⟩
    exact ⟨by linear_combination h1, by linear_combination h2⟩
  · rintro ⟨h1, h2⟩
    exact ⟨by linear_combination h1, by linear_combination h2⟩
```

The second equation leaves two cases. Either $x=-\gamma/2$, or $y=0$ and $(2x+\gamma)^2=D$, where $D=\gamma^2-4\omega^2$. In both cases $2x+\gamma\le\sqrt{\max(0,D)}$, hence

$$x\le\frac{-\gamma+\sqrt{\max(0,D)}}{2}.$$

The value is attained: by the upper real root if $D\ge0$, and by $-\gamma/2+i\sqrt{-D}/2$ if $D\le0$. The proof exhibits these two roots, then obtains the upper bound from the same two cases. It needs no sign condition on $\omega$ or $\gamma$, and it shows that an $s$ satisfying `hs` always exists.

```lean
/-- The largest real part among the roots of `z² + γ z + ω²` is
`(-γ + √(max(0, γ² - 4ω²))) / 2`. -/
theorem isGreatest_abscissa (ω γ : ℝ) : IsGreatest (rootRealParts ω γ) (abscissa ω γ) := by
  unfold abscissa
  constructor
  · rcases le_total 0 (γ ^ 2 - 4 * ω ^ 2) with h | h
    · -- two real roots: take the upper one
      have hr := Real.sq_sqrt h
      rw [max_eq_right h]
      refine ⟨⟨(-γ + √(γ ^ 2 - 4 * ω ^ 2)) / 2, 0⟩,
        (modeChar_eq_zero_iff _ _ _).2 ⟨?_, ?_⟩, rfl⟩
      · dsimp only
        linear_combination hr / 4
      · dsimp only
        ring
    · -- a conjugate pair with real part -γ/2
      have hr := Real.sq_sqrt (show 0 ≤ 4 * ω ^ 2 - γ ^ 2 by linarith)
      rw [max_eq_left h, Real.sqrt_zero]
      refine ⟨⟨(-γ + 0) / 2, √(4 * ω ^ 2 - γ ^ 2) / 2⟩,
        (modeChar_eq_zero_iff _ _ _).2 ⟨?_, ?_⟩, rfl⟩
      · dsimp only
        linear_combination -hr / 4
      · dsimp only
        ring
  · rintro x ⟨z, hz, rfl⟩
    obtain ⟨h1, h2⟩ := (modeChar_eq_zero_iff _ _ _).1 hz
    rcases mul_eq_zero.1 h2 with h | h
    · have := Real.sqrt_nonneg (max 0 (γ ^ 2 - 4 * ω ^ 2))
      linarith
    · rw [h] at h1
      have hsq : (2 * z.re + γ) ^ 2 ≤ max 0 (γ ^ 2 - 4 * ω ^ 2) :=
        le_trans (le_of_eq (by linear_combination 4 * h1)) (le_max_right _ _)
      have := le_trans (le_abs_self _) (Real.abs_le_sqrt hsq)
      linarith
```

## The frequency is positive

Physically, $\omega>0$ means that the mode has a restoring force. By hand, the bound splits at $\gamma=2\omega$.

- If $\gamma\le2\omega$, then $s\ge-\gamma/2\ge-\omega$.
- If $\gamma\ge2\omega$, then $D-(\gamma-2\omega)^2=4\omega(\gamma-2\omega)\ge0$, where the sign of $\omega$ is used. So $\sqrt D\ge\gamma-2\omega$, and again $s\ge-\omega$.

Suppose now that $s=-\omega$. Then $\sqrt{\max(0,D)}=\gamma-2\omega$, so $\gamma\ge2\omega$ and, because $\omega>0$, also $D\ge0$. Squaring gives $\omega(\gamma-2\omega)=0$, and dividing by $\omega$ gives $\gamma=2\omega$. Conversely, $\gamma=2\omega$ makes $D=0$ and $s=-\omega$.

The proof replaces $s$ by `abscissa ω γ`, since a greatest element is unique, and follows these steps. `hω` enters at the comparison of squares, at $D\ge0$ and at the final cancellation.

```lean
/-- For `ω > 0` and any real friction `γ`, the largest real part `s` among the roots of
`z² + γ z + ω²` is at least `-ω`, with equality exactly when `γ = 2ω`. -/
theorem critical_damping_optimal {ω γ s : ℝ} (hω : 0 < ω)
    (hs : IsGreatest (rootRealParts ω γ) s) : -ω ≤ s ∧ (s = -ω ↔ γ = 2 * ω) := by
  rw [hs.unique (isGreatest_abscissa ω γ)]
  unfold abscissa
  have hr0 := Real.sqrt_nonneg (max 0 (γ ^ 2 - 4 * ω ^ 2))
  refine ⟨?_, ?_, ?_⟩
  · rcases le_total γ (2 * ω) with h | h
    · linarith
    · have hsq : (γ - 2 * ω) ^ 2 ≤ max 0 (γ ^ 2 - 4 * ω ^ 2) :=
        le_trans (by nlinarith [mul_nonneg hω.le (sub_nonneg.2 h)]) (le_max_right _ _)
      have := le_trans (le_abs_self _) (Real.abs_le_sqrt hsq)
      linarith
  · intro h
    -- equality forces γ ≥ 2ω, and then (γ - 2ω)² = γ² - 4ω²
    have hγ : 2 * ω ≤ γ := by linarith
    have hD : 0 ≤ γ ^ 2 - 4 * ω ^ 2 := by nlinarith
    rw [max_eq_right hD] at h
    have hr := Real.sq_sqrt hD
    have he : √(γ ^ 2 - 4 * ω ^ 2) = γ - 2 * ω := by linarith
    rw [he] at hr
    have h0 : ω * (γ - 2 * ω) = 0 := by linear_combination -hr / 4
    rcases mul_eq_zero.1 h0 with h1 | h1 <;> linarith
  · rintro rfl
    have hD : (2 * ω) ^ 2 - 4 * ω ^ 2 = 0 := by ring
    rw [hD, max_self, Real.sqrt_zero]
    ring
```

Allowing $\omega=0$ would break the equality statement: with $\gamma=1$ the roots are $0$ and $-1$, so $s=0=-\omega$ although $\gamma\ne2\omega$.

A thermostat has $\gamma\ge0$, but the theorem does not ask for it. For negative friction $s$ is positive and the bound holds easily.

## The friction starts at or above 2ω

In `overdamping_slows`, the condition $2\omega\le\gamma<\gamma'$ places both frictions at or beyond critical damping. Write $a=\sqrt{\gamma^2-4\omega^2}$ and $b=\sqrt{\gamma'^2-4\omega^2}$. Then

$$(b-a)(b+a)=(\gamma'-\gamma)(\gamma'+\gamma).$$

Since $\omega>0$, we have $a<\gamma$ and $b<\gamma'$, so $0<b+a<\gamma'+\gamma$. Therefore $b-a>\gamma'-\gamma$, which is $-\gamma+a<-\gamma'+b$. The proof assumes the opposite inequality and contradicts the displayed identity.

```lean
/-- For `ω > 0` and frictions from `2ω` upwards, a larger friction gives a strictly larger
value of the largest real part. -/
theorem overdamping_slows {ω γ γ' : ℝ} (hω : 0 < ω) (h : 2 * ω ≤ γ) (h' : γ < γ') :
    abscissa ω γ < abscissa ω γ' := by
  have hD : 0 ≤ γ ^ 2 - 4 * ω ^ 2 := by nlinarith
  have hD' : 0 ≤ γ' ^ 2 - 4 * ω ^ 2 := by nlinarith
  unfold abscissa
  rw [max_eq_right hD, max_eq_right hD']
  have ha := Real.sq_sqrt hD
  have hb := Real.sq_sqrt hD'
  have ha0 := Real.sqrt_nonneg (γ ^ 2 - 4 * ω ^ 2)
  have hb0 := Real.sqrt_nonneg (γ' ^ 2 - 4 * ω ^ 2)
  set a := √(γ ^ 2 - 4 * ω ^ 2)
  set b := √(γ' ^ 2 - 4 * ω ^ 2)
  have hω2 : 0 < ω ^ 2 := by positivity
  have haγ : a < γ := by nlinarith
  have hbγ : b < γ' := by nlinarith
  by_contra hc
  have hba : b - a ≤ γ' - γ := by linarith
  nlinarith [mul_nonneg (sub_nonneg.2 hba) (add_nonneg ha0 hb0),
    mul_pos (sub_pos.2 h') (add_pos (sub_pos.2 haγ) (sub_pos.2 hbγ))]
```

For arbitrary frictions the statement is false: with $\omega=1$, going from $\gamma=0$ to $\gamma'=1$ lowers the largest real part from $0$ to $-\tfrac12$.

## Mode j is the softest of those sharing a friction

When one friction acts on a whole family of modes, `hs` refers to the union of their sets of real parts. The hypothesis `hmin` says that mode $j$ has the lowest frequency, and `hj` says that this frequency is positive. Together they give $\omega_j^2\le\omega_k^2$, hence

$$\gamma^2-4\omega_k^2\le\gamma^2-4\omega_j^2$$

for every $k$. The closed expression is therefore largest for mode $j$, and the single-mode theorem applies. The proof establishes exactly this as `hg`.

```lean
/-- If modes share one friction `γ` and mode `j` has the lowest frequency `ω_j > 0`, the largest
real part over all modes is at least `-ω_j`, with equality exactly when `γ = 2ω_j`. -/
theorem common_friction_optimal {ι : Type*} (ω : ι → ℝ) {γ s : ℝ} (j : ι) (hj : 0 < ω j)
    (hmin : ∀ k, ω j ≤ ω k) (hs : IsGreatest (⋃ k, rootRealParts (ω k) γ) s) :
    -ω j ≤ s ∧ (s = -ω j ↔ γ = 2 * ω j) := by
  -- the softest mode has the largest real part
  have hg : IsGreatest (⋃ k, rootRealParts (ω k) γ) (abscissa (ω j) γ) := by
    refine ⟨Set.mem_iUnion.2 ⟨j, (isGreatest_abscissa _ _).1⟩, ?_⟩
    intro x hx
    obtain ⟨k, hk⟩ := Set.mem_iUnion.1 hx
    refine le_trans ((isGreatest_abscissa _ _).2 hk) ?_
    have hD : γ ^ 2 - 4 * ω k ^ 2 ≤ γ ^ 2 - 4 * ω j ^ 2 := by nlinarith [hmin k]
    have := Real.sqrt_le_sqrt (max_le_max (le_refl (0 : ℝ)) hD)
    unfold abscissa
    linarith
  rw [hs.unique hg]
  exact critical_damping_optimal hj (isGreatest_abscissa _ _)
```

If $j$ is not the softest mode, the equality statement can fail. For frequencies $1$ and $2$ with $\gamma=4$, the softer mode gives $s=-2+\sqrt3$, not $-2$. If $\omega_j=0$ is allowed, $s=0$ for every $\gamma\ge0$, and no single friction is singled out.

## The ring has at least one bead

With $\theta=k\pi/P$, the wave at bead $j$ is $\cos x$, where $x=2\theta j+\varphi$ and $\varphi$ is a phase. Moving $P$ beads along adds $2\pi k$ to $x$, so the wave closes on itself. In mass-scaled coordinates, the force of the springs on bead $j$ is minus the left side of

$$\omega_P^2\,[2\cos x-\cos(x+2\theta)-\cos(x-2\theta)]=4\omega_P^2\sin^2\theta\,\cos x=\omega_k^2\cos x.$$

The force is thus $-\omega_k^2$ times the displacement, as in the equation of motion of a mode. The proof uses `hP` to cancel $P$ in the periodicity step, and the addition formulas for the springs. For $P=0$ there is no ring, although Lean's convention for division by zero would make both equations trivially true.

```lean
/-- On a ring of `P ≥ 1` beads the cosine wave of index `k` is periodic, and the harmonic springs
between neighbours act on it with a mass-scaled force whose negative is the squared mode frequency
times the displacement. -/
theorem ringMode_spring (ωP φ : ℝ) {P : ℕ} (hP : 0 < P) (k : ℕ) (j : ℤ) :
    ringMode P k φ (j + P) = ringMode P k φ j ∧
    ωP ^ 2 * (2 * ringMode P k φ j - ringMode P k φ (j + 1) - ringMode P k φ (j - 1)) =
      ringFreq ωP P k ^ 2 * ringMode P k φ j := by
  have hP' : (P : ℝ) ≠ 0 := by exact_mod_cast hP.ne'
  unfold ringMode ringFreq
  push_cast
  constructor
  · have e : 2 * (k * π / P) * ((j : ℝ) + P) + φ
        = (2 * (k * π / P) * j + φ) + k * (2 * π) := by
      field_simp
      ring
    rw [e, Real.cos_add_nat_mul_two_pi]
  · generalize (k : ℝ) * π / P = θ
    have e1 : 2 * θ * ((j : ℝ) + 1) + φ = (2 * θ * j + φ) + 2 * θ := by ring
    have e2 : 2 * θ * ((j : ℝ) - 1) + φ = (2 * θ * j + φ) - 2 * θ := by ring
    rw [e1, e2]
    generalize 2 * θ * (j : ℝ) + φ = x
    rw [Real.cos_add, Real.cos_sub, Real.cos_two_mul]
    linear_combination (-4 * ωP ^ 2 * cos x) * Real.sin_sq_add_cos_sq θ
```

This identifies the frequency of each nonzero wave; it does not show that the waves form a basis.

## The mode is internal

The conditions $0<k<P$ exclude the centroid, the collective translation of the ring, and $\omega_P>0$ means that the springs are present. Then $0<k\pi/P<\pi$, so the sine and $\omega_k$ are positive. This positivity is all that the last proof adds before it calls the main theorem.

```lean
/-- For an internal mode `0 < k < P` of a ring polymer with `ω_P > 0`, the largest real part is
at least `-ω_k`, with equality exactly when the friction is `2ω_k`. -/
theorem ring_polymer_optimal_friction {ωP γ s : ℝ} {P k : ℕ} (hω : 0 < ωP) (hk : 0 < k)
    (hkP : k < P) (hs : IsGreatest (rootRealParts (ringFreq ωP P k) γ) s) :
    -ringFreq ωP P k ≤ s ∧ (s = -ringFreq ωP P k ↔ γ = 2 * ringFreq ωP P k) := by
  have hk' : (0 : ℝ) < k := by exact_mod_cast hk
  have hkP' : (k : ℝ) < P := by exact_mod_cast hkP
  have hP' : (0 : ℝ) < P := hk'.trans hkP'
  have hsin : 0 < sin (k * π / P) := by
    apply Real.sin_pos_of_pos_of_lt_pi
    · positivity
    · rw [div_lt_iff₀ hP']
      nlinarith [Real.pi_pos]
  exact critical_damping_optimal (by unfold ringFreq; positivity) hs

end

end RingPolymerCriticalDamping
```

The smallest ring with an internal mode has $P=2$ and $k=1$: its frequency is $2\omega_P$ and its critical friction $4\omega_P$. If $k=0$ is admitted, the frequency is zero and the equality statement fails as before. If $k>P$ is admitted, the sine can be negative and the bound itself can fail: $P=2$, $k=3$ gives $\omega_k=-2\omega_P$, and $\gamma=4\omega_P$ gives $s=-2\omega_P<-\omega_k$.

For path-integral simulation, this supports the friction $2\omega_k$ on each internal mode in the sense of the slowest exponential rate of the mean motion of a free ring polymer. An external potential generally couples the modes, and other measures of sampling efficiency need their own analysis.

```lean
#print axioms RingPolymerCriticalDamping.critical_damping_optimal
#print axioms RingPolymerCriticalDamping.common_friction_optimal
#print axioms RingPolymerCriticalDamping.ringMode_spring
#print axioms RingPolymerCriticalDamping.ring_polymer_optimal_friction
```

```
'RingPolymerCriticalDamping.critical_damping_optimal' depends on axioms: [propext, Classical.choice, Quot.sound]
'RingPolymerCriticalDamping.common_friction_optimal' depends on axioms: [propext, Classical.choice, Quot.sound]
'RingPolymerCriticalDamping.ringMode_spring' depends on axioms: [propext, Classical.choice, Quot.sound]
'RingPolymerCriticalDamping.ring_polymer_optimal_friction' depends on axioms: [propext, Classical.choice, Quot.sound]
```
